# Least-squares slope of free-energy data on a symmetric uniform volume grid: closed form and noise amplification factor

Q: In a quasi-harmonic calculation I fix the temperature, compute the phonons at several cell volumes $V$, and obtain a free energy $F$ at each. What I need is the slope, since the pressure is $-\partial F/\partial V$ and the slope of the vibrational part shifts the equilibrium volume. I sample $V_j = V_0 + jh$ with step $h$ around a reference volume $V_0$, for $j=-n,\dots,n$, fit a line to the computed values $y_j$, and every $y_j$ carries some error. You say there is a checked formula for the slope and its noise. Before I look at Lean, what is the mathematics?

A: Let $n\ge 1$, $h\neq 0$ and $N=n(n+1)(2n+1)$. All sums run over $j=-n,\dots,n$. The grid moments are
$$\sum 1=2n+1,\quad \sum j=\sum j^3=0,\quad \sum j^2=\frac N3,\quad \sum j^4=\frac{N(3n^2+3n-1)}{15}.$$
They hold for $n=0$, and going from $n$ to $n+1$ adds the points $\pm(n+1)$, which contribute $2$, $0$, $2(n+1)^2$ and $2(n+1)^4$; the right-hand sides grow by the same amounts. The misfit of a line $a+bV$ is $S(a,b)=\sum(y_j-a-bV_j)^2$. Put $u=a+bV_0$, so the line takes the value $u+bhj$ at point $j$. The cross term $2ubh\sum j$ vanishes, and
$$S=\sum y_j^2-2u\sum y_j-2bh\sum jy_j+(2n+1)u^2+b^2h^2\frac N3 .$$
Define the mean $\bar y=\sum y_j/(2n+1)$ and $\hat b=3\sum jy_j/(hN)$, so that $\sum y_j=(2n+1)\bar y$ and $\sum jy_j=hN\hat b/3$. Completing both squares gives
$$S(a,b)=S_0+(2n+1)(u-\bar y)^2+\frac{h^2N}{3}(b-\hat b)^2,$$
where $S_0=\sum y_j^2-(2n+1)\bar y^2-h^2N\hat b^2/3$ is the misfit at $u=\bar y$, $b=\hat b$. Both coefficients are positive, so that line is the one and only minimiser. Its slope is $\hat b=\sum c_jy_j$ with $c_j=3j/(hN)$, and
$$G=\sum c_j^2=\frac{9}{h^2N^2}\cdot\frac N3=\frac{3}{h^2N}.$$
For $n=1$, $N=6$, the slope is the central difference $(y_1-y_{-1})/(2h)$ and $G=1/(2h^2)$.

Q: My worry is that the formal version defines the fit to be that formula and then proves nothing. Show me the objects.

A: The grid is the integer interval from $-n$ to $n$, so Lean's index is the same $j$, and `gridVolume` is $V_j$.

```lean
import Mathlib

open MeasureTheory ProbabilityTheory

namespace QuasiHarmonicSlopeFit

noncomputable section

/-- The symmetric set of grid offsets `j = -n, ..., n`. -/
def grid (n : ℕ) : Finset ℤ := Finset.Icc (-(n : ℤ)) n

/-- The sampled volume `V0 + j h`. -/
def gridVolume (V0 h : ℝ) (j : ℤ) : ℝ := V0 + j * h
```

The data are a function `y : ℤ → ℝ`, of which only the values on the grid enter. `misfit` is $S(a,b)$ with equal weight on every point and with the intercept $a$ taken at $V=0$. `IsLeastSquares` says that no line $(a',b')$ has a smaller misfit, and it contains no formula for the slope.

```lean
/-- Sum of squared deviations of the free energies `y j` from the line `a + b V`. -/
def misfit (n : ℕ) (V0 h : ℝ) (y : ℤ → ℝ) (a b : ℝ) : ℝ :=
  ∑ j ∈ grid n, (y j - (a + b * gridVolume V0 h j)) ^ 2

/-- The line `a + b V` has the smallest misfit among all lines. -/
def IsLeastSquares (n : ℕ) (V0 h : ℝ) (y : ℤ → ℝ) (a b : ℝ) : Prop :=
  ∀ a' b', misfit n V0 h y a b ≤ misfit n V0 h y a' b'
```

The remaining definitions only name $\bar y$, $\hat b$, $c_j$ and $G$. Their link to the fit has to come from theorems.

```lean
/-- The mean of the `2n+1` free energies. -/
def mean (n : ℕ) (y : ℤ → ℝ) : ℝ := (∑ j ∈ grid n, y j) / (2 * n + 1)

/-- The slope estimate `3 Σ j y_j / (h n (n+1) (2n+1))`. -/
def fitSlope (n : ℕ) (h : ℝ) (y : ℤ → ℝ) : ℝ :=
  3 * (∑ j ∈ grid n, (j : ℝ) * y j) / (h * (n * (n + 1) * (2 * n + 1)))

/-- The weight `3 j / (h n (n+1) (2n+1))` of grid point `j`. -/
def slopeWeight (n : ℕ) (h : ℝ) (j : ℤ) : ℝ := 3 * j / (h * (n * (n + 1) * (2 * n + 1)))

/-- The noise amplification factor `3 / (h² n (n+1) (2n+1))`. -/
def noiseFactor (n : ℕ) (h : ℝ) : ℝ := 3 / (h ^ 2 * (n * (n + 1) * (2 * n + 1)))
```

Q: Where is the physics? I see no phonons and no temperature.

A: They are not there. The $y_j$ are arbitrary real numbers, which you may read as the total or the vibrational free energy at one temperature. The results bear on quasi-harmonic pressure estimates in the restricted setting of one volume variable, a uniform symmetric grid and a straight-line fit; nothing is said about anisotropic strains, equation-of-state fits, or the passage from the slope to an expansion coefficient. The fitted slope estimates $+\partial F/\partial V$, so $-\hat b$ estimates the pressure when the $y_j$ are the total free energy, and only the vibrational contribution to the pressure when they are the vibrational part. Positivity of the volumes is never used, and a negative $h$ only lists the volumes in reverse order.

Q: How do the moments get proved for all $n$?

A: As above. `sum_grid_succ` writes the larger grid as the smaller one with two new end points inserted, `omega` checking the integer inequalities.

```lean
/-- Enlarging the grid by one step adds the two new end points to a sum. -/
theorem sum_grid_succ (n : ℕ) (f : ℤ → ℝ) :
    ∑ j ∈ grid (n + 1), f j = f (n + 1) + (f (-(n + 1)) + ∑ j ∈ grid n, f j) := by
  have e : grid (n + 1) = insert ((n : ℤ) + 1) (insert (-((n : ℤ) + 1)) (grid n)) := by
    ext j; simp only [grid, Finset.mem_insert, Finset.mem_Icc]; push_cast; omega
  have h1 : ((n : ℤ) + 1) ∉ insert (-((n : ℤ) + 1)) (grid n) := by
    simp only [grid, Finset.mem_insert, Finset.mem_Icc]; omega
  have h2 : (-((n : ℤ) + 1)) ∉ grid n := by
    simp only [grid, Finset.mem_Icc]; omega
  rw [e, Finset.sum_insert h1, Finset.sum_insert h2]
```

`grid_moments` treats all five moments at once by summing a general quartic with coefficients `p0` to `p4`. The induction step peels off the end points and `ring` confirms the polynomial identity.

```lean
/-- Grid sum of a quartic polynomial in `j`: only the even powers contribute. -/
theorem grid_moments (n : ℕ) (p0 p1 p2 p3 p4 : ℝ) :
    ∑ j ∈ grid n, (p0 + p1 * j + p2 * (j : ℝ) ^ 2 + p3 * (j : ℝ) ^ 3 + p4 * (j : ℝ) ^ 4) =
      p0 * (2 * n + 1) + p2 * (n * (n + 1) * (2 * n + 1)) / 3
        + p4 * (n * (n + 1) * (2 * n + 1)) * (3 * n ^ 2 + 3 * n - 1) / 15 := by
  induction n with
  | zero => simp [grid]
  | succ n ih => rw [sum_grid_succ, ih]; push_cast; ring
```

`misfit_decomp` is the completed square. Its inner statement `key` is my expanded expression for $S$: each summand is split into a part with data and a data-free polynomial in $j$, which `grid_moments` evaluates. Then `h1` and `h2` replace $\sum y_j$ and $\sum jy_j$ by $\bar y$ and $\hat b$, and `ring` compares the two expansions.

```lean
/-- The misfit of any line is that of the line through the mean with slope `fitSlope`, plus
weighted squares of the deviations of its value at `V0` and of its slope. -/
theorem misfit_decomp {n : ℕ} (hn : 1 ≤ n) {h : ℝ} (hh : h ≠ 0) (V0 : ℝ) (y : ℤ → ℝ)
    (a b : ℝ) :
    misfit n V0 h y a b = misfit n V0 h y (mean n y - fitSlope n h y * V0) (fitSlope n h y)
      + (2 * n + 1) * (a + b * V0 - mean n y) ^ 2
      + h ^ 2 * (n * (n + 1) * (2 * n + 1)) / 3 * (b - fitSlope n h y) ^ 2 := by
  have hp : (0 : ℝ) < n := by exact_mod_cast hn
  -- expand the squares and evaluate the data-free part by the grid moments
  have key : ∀ a b : ℝ, misfit n V0 h y a b = ∑ j ∈ grid n, y j ^ 2
      - 2 * (a + b * V0) * ∑ j ∈ grid n, y j - 2 * b * h * ∑ j ∈ grid n, (j : ℝ) * y j
      + (2 * n + 1) * (a + b * V0) ^ 2 + b ^ 2 * h ^ 2 * (n * (n + 1) * (2 * n + 1)) / 3 := by
    intro a b
    have e : misfit n V0 h y a b = ∑ j ∈ grid n, ((y j ^ 2 - 2 * (a + b * V0) * y j
        - 2 * b * h * ((j : ℝ) * y j)) + ((a + b * V0) ^ 2 + 2 * (a + b * V0) * b * h * j
        + b ^ 2 * h ^ 2 * (j : ℝ) ^ 2 + 0 * (j : ℝ) ^ 3 + 0 * (j : ℝ) ^ 4)) :=
      Finset.sum_congr rfl fun j _ => by unfold gridVolume; ring
    rw [e, Finset.sum_add_distrib, grid_moments, Finset.sum_sub_distrib,
      Finset.sum_sub_distrib, ← Finset.mul_sum, ← Finset.mul_sum]
    ring
  have h1 : ∑ j ∈ grid n, y j = (2 * n + 1) * mean n y := by
    unfold mean; field_simp
  have h2 : ∑ j ∈ grid n, (j : ℝ) * y j
      = h * (n * (n + 1) * (2 * n + 1)) / 3 * fitSlope n h y := by
    unfold fitSlope; field_simp
  rw [key a b, key (mean n y - fitSlope n h y * V0), h1, h2]
  ring
```

Q: And uniqueness?

A: `isLeastSquares_iff` reads: for $n\ge1$ and $h\ne0$, the pair $(a,b)$ minimises the misfit if and only if $b=\hat b$ and $a=\bar y-\hat bV_0$. From right to left that line is a minimiser, and from left to right there is no other.

```lean
/-- A line is a least-squares line exactly when its slope is
`3 Σ j y_j / (h n (n+1) (2n+1))` and its intercept is the mean minus that slope times `V0`. -/
theorem isLeastSquares_iff {n : ℕ} (hn : 1 ≤ n) {h : ℝ} (hh : h ≠ 0) (V0 : ℝ) (y : ℤ → ℝ)
    (a b : ℝ) :
    IsLeastSquares n V0 h y a b ↔
      b = fitSlope n h y ∧ a = mean n y - fitSlope n h y * V0 := by
  have hp : (0 : ℝ) < n := by exact_mod_cast hn
  have hK : (0 : ℝ) < 2 * n + 1 := by positivity
  have hM : (0 : ℝ) < h ^ 2 * (n * (n + 1) * (2 * n + 1)) / 3 := by positivity
  unfold IsLeastSquares
  constructor
  · intro H
    have h1 := H (mean n y - fitSlope n h y * V0) (fitSlope n h y)
    rw [misfit_decomp hn hh V0 y a b] at h1
    -- two nonnegative terms with nonpositive sum both vanish
    have hu := mul_nonneg hK.le (sq_nonneg (a + b * V0 - mean n y))
    have hv := mul_nonneg hM.le (sq_nonneg (b - fitSlope n h y))
    have hu0 := (mul_eq_zero.1 (le_antisymm (by linarith) hu)).resolve_left hK.ne'
    have hv0 := (mul_eq_zero.1 (le_antisymm (by linarith) hv)).resolve_left hM.ne'
    have hb : b = fitSlope n h y := sub_eq_zero.1 (pow_eq_zero_iff two_ne_zero |>.1 hv0)
    have ha : a + b * V0 - mean n y = 0 := pow_eq_zero_iff two_ne_zero |>.1 hu0
    refine ⟨hb, ?_⟩
    rw [← hb]; linarith
  · rintro ⟨rfl, rfl⟩ a' b'
    rw [misfit_decomp hn hh V0 y a' b']
    have hu := mul_nonneg hK.le (sq_nonneg (a' + b' * V0 - mean n y))
    have hv := mul_nonneg hM.le (sq_nonneg (b' - fitSlope n h y))
    linarith
```

In the forward direction the minimiser is compared with the candidate line, so the two extra terms have a nonpositive sum. They are nonnegative (`hu`, `hv`), hence both vanish, and the positive coefficients (`hK`, `hM`) force $u=\bar y$ and $b=\hat b$. In the backward direction any competitor exceeds $S_0$ by the same two nonnegative terms. The hypotheses `hn` and `hh` say that at least three distinct volumes are sampled; with $n=0$ or $h=0$ all data sit at one volume and every slope fits equally well.

Q: A sum of squared coefficients is not yet a statement about noise.

A: Agreed, so it comes in two stages. First the algebra: `fitSlope_eq_sum` moves the prefactor inside the sum to give $\hat b=\sum c_jy_j$.

```lean
/-- The slope estimate is linear in the data with coefficients `slopeWeight`. -/
theorem fitSlope_eq_sum (n : ℕ) (h : ℝ) (y : ℤ → ℝ) :
    fitSlope n h y = ∑ j ∈ grid n, slopeWeight n h j * y j := by
  unfold fitSlope slopeWeight
  rw [Finset.mul_sum, Finset.sum_div]
  exact Finset.sum_congr rfl fun j _ => by ring
```

`sum_sq_slopeWeight` writes $c_j^2$ as a pure $j^2$ term, applies `grid_moments`, and gets $\sum c_j^2=G$ together with $G>0$.

```lean
/-- The squared slope coefficients sum to the noise amplification factor, which is positive. -/
theorem sum_sq_slopeWeight {n : ℕ} (hn : 1 ≤ n) {h : ℝ} (hh : h ≠ 0) :
    ∑ j ∈ grid n, slopeWeight n h j ^ 2 = noiseFactor n h ∧ 0 < noiseFactor n h := by
  have hp : (0 : ℝ) < n := by exact_mod_cast hn
  refine ⟨?_, by unfold noiseFactor; positivity⟩
  have e : ∑ j ∈ grid n, slopeWeight n h j ^ 2 = ∑ j ∈ grid n, (0 + 0 * (j : ℝ)
      + (3 / (h * (n * (n + 1) * (2 * n + 1)))) ^ 2 * (j : ℝ) ^ 2 + 0 * (j : ℝ) ^ 3
      + 0 * (j : ℝ) ^ 4) := Finset.sum_congr rfl fun j _ => by unfold slopeWeight; ring
  rw [e, grid_moments]
  unfold noiseFactor
  field_simp
  ring
```

Then the probability. Let the data be random variables $Y_j$ with common variance $\sigma^2$, pairwise independent. Variances of independent terms add and a constant factor comes out squared, so the fitted slope $B$ obeys
$$\operatorname{Var}B=\sum c_j^2\operatorname{Var}Y_j=\sigma^2G .$$
In `variance_slope`, a point `ω` of `Ω` is one realisation of the whole data set and `μ` is the probability measure. `hL` asks for finite second moments, `hI` for pairwise independence, and `hV` for the common variance `s2` $=\sigma^2$. `hfit` says that in every realisation `A ω` and `B ω` form a least-squares line, so `B` is again characterised by minimisation.

```lean
/-- For pairwise independent data of common variance `s2`, the slope of the least-squares line
has variance `s2` times the noise amplification factor. -/
theorem variance_slope {Ω : Type*} [MeasurableSpace Ω] (μ : Measure Ω) [IsProbabilityMeasure μ]
    {n : ℕ} (hn : 1 ≤ n) {h : ℝ} (hh : h ≠ 0) (V0 s2 : ℝ) (Y : ℤ → Ω → ℝ) (A B : Ω → ℝ)
    (hL : ∀ j ∈ grid n, MemLp (Y j) 2 μ)
    (hI : Set.Pairwise (↑(grid n) : Set ℤ) fun i j => IndepFun (Y i) (Y j) μ)
    (hV : ∀ j ∈ grid n, variance (Y j) μ = s2)
    (hfit : ∀ ω, IsLeastSquares n V0 h (fun j => Y j ω) (A ω) (B ω)) :
    variance B μ = s2 * noiseFactor n h := by
  have hB : B = ∑ j ∈ grid n, slopeWeight n h j • Y j := by
    funext ω
    rw [((isLeastSquares_iff hn hh V0 _ _ _).1 (hfit ω)).1, fitSlope_eq_sum]
    simp [Finset.sum_apply]
  -- variances of independent terms add
  have hs := IndepFun.variance_sum (μ := μ) (X := fun j => slopeWeight n h j • Y j)
    (s := grid n) (fun j hj => (hL j hj).const_smul _)
    (fun i hi j hj hij => (hI hi hj hij).comp (measurable_const_mul (slopeWeight n h i))
      (measurable_const_mul (slopeWeight n h j)))
  rw [hB, ← (sum_sq_slopeWeight hn hh).1, Finset.mul_sum]
  refine hs.trans (Finset.sum_congr rfl fun j hj => ?_)
  show variance (slopeWeight n h j • Y j) μ = _
  rw [variance_smul, hV j hj, mul_comm]
```

The step `hB` identifies `B` with $\sum c_jY_j$ through `isLeastSquares_iff`, `IndepFun.variance_sum` supplies additivity, and `variance_smul` produces $c_j^2$. The factor $G$ multiplies the variance, so the standard deviation of the slope is $\sigma\sqrt G$.

Q: Independence is the part I doubt. Errors from a finite basis set or Brillouin-zone sampling are not random draws, and neighbouring volumes can share them.

A: Then `hI` is not the right description and the theorem gives you nothing. Independence and equal variance are assumed, not derived. They model separate stochastic runs of equal quality at each volume, and not a systematic convergence error shared by neighbouring volumes. No Gaussian shape is required, and nothing is assumed about the means of the $Y_j$, so the statement concerns scatter only and leaves bias open.

Q: Could another finite-difference formula on the same points be less noisy?

A: Not in the sum of squared weights, provided it is exact on lines. Let weights $w_j$ satisfy $\sum w_j(a+bV_j)=b$ for all $a,b$; this is `hw`. Since $c_j=Ghj=G(V_j-V_0)$, the $c_j$ are the grid values of a line with intercept $-GV_0$ and slope $G$, so $\sum w_jc_j=G$. Then $\sum(w_j-c_j)^2=\sum w_j^2-2G+G$, that is
$$\sum w_j^2=G+\sum(w_j-c_j)^2 .$$

```lean
/-- For any weights that return the slope of every straight line, the sum of squares is the
noise factor plus the squared distance from the least-squares weights. -/
theorem noiseFactor_optimal {n : ℕ} (hn : 1 ≤ n) {h : ℝ} (hh : h ≠ 0) (V0 : ℝ) (w : ℤ → ℝ)
    (hw : ∀ a b : ℝ, ∑ j ∈ grid n, w j * (a + b * gridVolume V0 h j) = b) :
    ∑ j ∈ grid n, w j ^ 2 = noiseFactor n h + ∑ j ∈ grid n, (w j - slopeWeight n h j) ^ 2 := by
  have hp : (0 : ℝ) < n := by exact_mod_cast hn
  have hc : ∀ j : ℤ, slopeWeight n h j = noiseFactor n h * h * j := by
    intro j; unfold slopeWeight noiseFactor; field_simp
  -- the least-squares weights are the grid values of a line of slope `noiseFactor`
  have hwc : ∑ j ∈ grid n, w j * slopeWeight n h j = noiseFactor n h :=
    (Finset.sum_congr rfl fun j _ => by rw [hc]; unfold gridVolume; ring).trans
      (hw (-(noiseFactor n h * V0)) (noiseFactor n h))
  have e : ∑ j ∈ grid n, (w j - slopeWeight n h j) ^ 2 = ∑ j ∈ grid n,
      (w j ^ 2 - 2 * (w j * slopeWeight n h j) + slopeWeight n h j ^ 2) :=
    Finset.sum_congr rfl fun j _ => by ring
  rw [e, Finset.sum_add_distrib, Finset.sum_sub_distrib, ← Finset.mul_sum, hwc,
    (sum_sq_slopeWeight hn hh).1]
  ring
```

Here `hc` is $c_j=Ghj$, `hwc` applies `hw` to that line, and `e` expands the square. This is the algebra behind the Gauss–Markov property for this one grid, stated as an identity between weights, with no random variable or competing variance in it. The $c_j$ themselves qualify as such weights, so the value $G$ is attained: $\sum c_j(u+bhj)=\frac{3}{hN}\left(u\sum j+bh\sum j^2\right)=b$, again by `grid_moments`.

```lean
/-- The least-squares weights return the slope of every straight line. -/
theorem noiseFactor_optimal_witness {n : ℕ} (hn : 1 ≤ n) {h : ℝ} (hh : h ≠ 0) (V0 a b : ℝ) :
    ∑ j ∈ grid n, slopeWeight n h j * (a + b * gridVolume V0 h j) = b := by
  have hp : (0 : ℝ) < n := by exact_mod_cast hn
  have e : ∑ j ∈ grid n, slopeWeight n h j * (a + b * gridVolume V0 h j) = ∑ j ∈ grid n,
      (0 + 3 / (h * (n * (n + 1) * (2 * n + 1))) * (a + b * V0) * (j : ℝ)
      + 3 / (h * (n * (n + 1) * (2 * n + 1))) * (b * h) * (j : ℝ) ^ 2 + 0 * (j : ℝ) ^ 3
      + 0 * (j : ℝ) ^ 4) :=
    Finset.sum_congr rfl fun j _ => by unfold slopeWeight gridVolume; ring
  rw [e, grid_moments]
  field_simp
  ring
```

For $n=2$ the weights are $c_j=j/(10h)$ and $G=1/(10h^2)$, whereas the end-point formula $(y_2-y_{-2})/(4h)$ has squared weights summing to $1/(8h^2)$.

Q: Does the argument say anything about the fitted free energy itself?

A: The same steps carry over to the value of the line at $V_0$, which is $a+bV_0=\bar y$. Its weights are all $d=1/(2n+1)$, their squares sum to $d$, and additivity would give the variance $\sigma^2/(2n+1)$. For weights $w_j$ that return $a+bV_0$ on every line, testing on the constant line $d$ gives $\sum w_jd=d$, hence $\sum w_j^2=d+\sum(w_j-d)^2$. No theorem shown here states this variance or this identity.

Q: Last doubt. $F(V)$ is curved, close to a parabola near equilibrium. Why should the slope of a fitted line be the derivative?

A: On the symmetric grid the quadratic term drops out, and the first error comes from the cubic one. Suppose $y_j=F_0+F_1x_j+F_2x_j^2+F_3x_j^3$ with $x_j=V_j-V_0=jh$, so that $F_1$ is the derivative of this cubic at $V_0$ and $F_3$ is one sixth of its third derivative. Then
$$\sum jy_j=F_0\sum j+F_1h\sum j^2+F_2h^2\sum j^3+F_3h^3\sum j^4=F_1h\frac N3+F_3h^3\frac{N(3n^2+3n-1)}{15},$$
and multiplying by $3/(hN)$ gives
$$b=F_1+F_3h^2\,\frac{3n^2+3n-1}{5}.$$
In `slope_cubic`, `hy` demands that the data equal the cubic exactly at the grid points, and `H` that $(a,b)$ is a least-squares line. The step `e` rewrites $jy_j$ as a quartic in $j$, `isLeastSquares_iff` replaces $b$ by $\hat b$, and `grid_moments` finishes. For $n=1$ the offset is $F_3h^2$, the familiar central-difference error; on three points $x_j^3=h^2x_j$, so the data fix $F_0$, $F_2$ and the combination $F_1+F_3h^2$, but not $F_1$ and $F_3$ separately. At fixed $n$ the offset grows as $h^2$ while $G$ falls as $1/h^2$. The theorem has no remainder term for a general smooth $F$, and it treats noise-free data, separately from `variance_slope`.

```lean
/-- If the free energy is cubic in `V - V0` with coefficients `F0, ..., F3`, the least-squares
slope is `F1 + F3 h² (3n² + 3n - 1) / 5`. -/
theorem slope_cubic {n : ℕ} (hn : 1 ≤ n) {h : ℝ} (hh : h ≠ 0) (V0 F0 F1 F2 F3 a b : ℝ)
    (y : ℤ → ℝ)
    (hy : ∀ j ∈ grid n, y j = F0 + F1 * (gridVolume V0 h j - V0)
      + F2 * (gridVolume V0 h j - V0) ^ 2 + F3 * (gridVolume V0 h j - V0) ^ 3)
    (H : IsLeastSquares n V0 h y a b) :
    b = F1 + F3 * h ^ 2 * (3 * n ^ 2 + 3 * n - 1) / 5 := by
  have hp : (0 : ℝ) < n := by exact_mod_cast hn
  have e : ∑ j ∈ grid n, (j : ℝ) * y j = ∑ j ∈ grid n, (0 + F0 * (j : ℝ)
      + F1 * h * (j : ℝ) ^ 2 + F2 * h ^ 2 * (j : ℝ) ^ 3 + F3 * h ^ 3 * (j : ℝ) ^ 4) :=
    Finset.sum_congr rfl fun j hj => by rw [hy j hj]; unfold gridVolume; ring
  rw [((isLeastSquares_iff hn hh V0 y a b).1 H).1]
  unfold fitSlope
  rw [e, grid_moments]
  field_simp
  ring

end

end QuasiHarmonicSlopeFit
```

```lean
#print axioms QuasiHarmonicSlopeFit.variance_slope
#print axioms QuasiHarmonicSlopeFit.noiseFactor_optimal
#print axioms QuasiHarmonicSlopeFit.slope_cubic
```

```
'QuasiHarmonicSlopeFit.variance_slope' depends on axioms: [propext, Classical.choice, Quot.sound]
'QuasiHarmonicSlopeFit.noiseFactor_optimal' depends on axioms: [propext, Classical.choice, Quot.sound]
'QuasiHarmonicSlopeFit.slope_cubic' depends on axioms: [propext, Classical.choice, Quot.sound]
```
